# Pair-averaging a series with covariance $r^t$, $0<|r|<1$, does not leave a single exponential

## Does an exponential autocovariance survive one blocking step?

Let $X_0, X_1, X_2, \dots$ be real, square-integrable random variables with $\operatorname{Cov}(X_s, X_{s+t}) = r^t$ for all $s, t \ge 0$, where $r$ is a real number with $0 < |r| < 1$. Let $Y_k = (X_{2k} + X_{2k+1})/2$ be the averages of successive pairs, as in one step of a blocking analysis.

I had assumed that the $Y_k$ would again have a covariance of the form $A q^t$, with $q = r^2$, because one step in $k$ is two steps in the original time. When I compute the first few lags, this fails: lag zero doesn't fit. I believe that the covariance is $(1+r)/2$ at lag $0$ and $r^{2t-1}(1+r)^2/4$ at lags $t \ge 1$, and that no choice of $A$ and $q$ reproduces all of these. Can this be made rigorous and checked by machine, including the existence of a series with the assumed covariance?

## Lag zero breaks the exponential

Yes. Write $C(t)$ for the covariance of the original series at lag $t$ and $C'(t)$ for that of the pair averages.

**The blocking rule.** Covariance is bilinear, so the covariance of two pair averages is one quarter of the sum of four covariances between their members. At lag zero both averages contain the same two samples, which gives two variances and two covariances at lag one:

$$C'(0) = \frac{C(0) + C(1) + C(1) + C(0)}{4} = \frac{C(0)+C(1)}{2}.$$

At lag $t+1$ with $t \ge 0$, the samples $X_{2k}, X_{2k+1}$ meet $X_{2k+2t+2}, X_{2k+2t+3}$. The four time differences are $2t+2$, $2t+3$, $2t+1$ and $2t+2$, so

$$C'(t+1) = \frac{C(2t+1) + 2C(2t+2) + C(2t+3)}{4}.$$

**The geometric case.** With $C(t) = r^t$ this becomes

$$C'(0) = \frac{1+r}{2}, \qquad C'(t+1) = \frac{r^{2t+1}(1 + 2r + r^2)}{4} = \frac{r^{2t+1}(1+r)^2}{4}.$$

Writing $t$ for $t+1$ turns the second formula into $r^{2t-1}(1+r)^2/4$ for $t \ge 1$. From lag one onwards the covariance does decay by the factor $r^2$ per step. Only the value at lag zero is out of line.

**No single exponential fits.** If $C'(t) = A q^t$ for all $t \ge 0$, then $C'(0)\,C'(2) = A^2q^2 = C'(1)^2$. Inserting the formulas gives

$$\frac{1+r}{2}\cdot\frac{r^3(1+r)^2}{4} = \frac{r^2(1+r)^4}{16}.$$

Multiply by $16$ and collect terms:

$$2r^3(1+r)^3 - r^2(1+r)^4 = r^2(1+r)^3(r-1) = 0.$$

Hence $r$ is $0$, $-1$ or $1$, and all three are excluded by $0 < |r| < 1$.

**A series with this covariance.** Take independent standard Gaussians $\xi_0, \xi_1, \dots$ and set

$$X_0 = \xi_0, \qquad X_{n+1} = rX_n + \sqrt{1-r^2}\,\xi_{n+1}.$$

Each $X_n$ is built from $\xi_0, \dots, \xi_n$, so it is uncorrelated with later kicks. The variance stays at one, since $r^2\cdot 1 + (1-r^2) = 1$. For the lags,

$$\operatorname{Cov}(X_s, X_{s+t+1}) = r\operatorname{Cov}(X_s, X_{s+t}),$$

and induction on $t$ gives $r^t$.

The Lean file below contains the derivation and this example.

```lean
import Mathlib

open MeasureTheory ProbabilityTheory

namespace PairBlocking

noncomputable section

variable {Ω : Type*} [MeasurableSpace Ω] {μ : Measure Ω}

/-- The series `X` is square integrable and its covariance at lag `t` is `C t`,
whatever the starting time. -/
def HasAutocov (μ : Measure Ω) (X : ℕ → Ω → ℝ) (C : ℕ → ℝ) : Prop :=
  (∀ t, MemLp (X t) 2 μ) ∧ ∀ s t, cov[X s, X (s + t); μ] = C t

/-- One blocking step: the average of each successive pair of samples. -/
def pairAverage (X : ℕ → Ω → ℝ) (k : ℕ) : Ω → ℝ :=
  (1 / 2 : ℝ) • (X (2 * k) + X (2 * k + 1))

/-- The action of one blocking step on a covariance function. -/
def blockedCov (C : ℕ → ℝ) : ℕ → ℝ
  | 0 => (C 0 + C 1) / 2
  | t + 1 => (C (2 * t + 1) + 2 * C (2 * t + 2) + C (2 * t + 3)) / 4

/-- The covariance of two pair averages is the mean of the four covariances between
their members. -/
theorem cov_pair [IsProbabilityMeasure μ] {A B D E : Ω → ℝ}
    (hA : MemLp A 2 μ) (hB : MemLp B 2 μ) (hD : MemLp D 2 μ) (hE : MemLp E 2 μ) :
    cov[(1 / 2 : ℝ) • (A + B), (1 / 2 : ℝ) • (D + E); μ] =
      (cov[A, D; μ] + cov[A, E; μ] + cov[B, D; μ] + cov[B, E; μ]) / 4 := by
  rw [covariance_smul_left, covariance_smul_right, covariance_add_left hA hB (hD.add hE),
    covariance_add_right hA hD hE, covariance_add_right hB hD hE]
  ring

/-- Pair-averaging a series with covariance function `C` gives a series with covariance
function `blockedCov C`. -/
theorem pairAverage_hasAutocov [IsProbabilityMeasure μ] {X : ℕ → Ω → ℝ} {C : ℕ → ℝ}
    (h : HasAutocov μ X C) : HasAutocov μ (pairAverage X) (blockedCov C) := by
  refine ⟨fun k => ((h.1 _).add (h.1 _)).const_smul _, fun s t => ?_⟩
  unfold pairAverage
  rw [cov_pair (h.1 _) (h.1 _) (h.1 _) (h.1 _)]
  rcases t with _ | t
  · -- the same block: two variances and two covariances at lag one
    have h1 : cov[X (2 * s), X (2 * s); μ] = C 0 := h.2 (2 * s) 0
    have h2 : cov[X (2 * s), X (2 * s + 1); μ] = C 1 := h.2 (2 * s) 1
    have h3 : cov[X (2 * s + 1), X (2 * s); μ] = C 1 := by
      rw [covariance_comm]; exact h2
    have h4 : cov[X (2 * s + 1), X (2 * s + 1); μ] = C 0 := h.2 (2 * s + 1) 0
    rw [add_zero, h1, h2, h3, h4, blockedCov]
    ring
  · -- different blocks: lags 2t+2, 2t+3, 2t+1, 2t+2
    have h1 : cov[X (2 * s), X (2 * (s + (t + 1))); μ] = C (2 * t + 2) := by
      rw [show 2 * (s + (t + 1)) = 2 * s + (2 * t + 2) by omega]; exact h.2 _ _
    have h2 : cov[X (2 * s), X (2 * (s + (t + 1)) + 1); μ] = C (2 * t + 3) := by
      rw [show 2 * (s + (t + 1)) + 1 = 2 * s + (2 * t + 3) by omega]; exact h.2 _ _
    have h3 : cov[X (2 * s + 1), X (2 * (s + (t + 1))); μ] = C (2 * t + 1) := by
      rw [show 2 * (s + (t + 1)) = 2 * s + 1 + (2 * t + 1) by omega]; exact h.2 _ _
    have h4 : cov[X (2 * s + 1), X (2 * (s + (t + 1)) + 1); μ] = C (2 * t + 2) := by
      rw [show 2 * (s + (t + 1)) + 1 = 2 * s + 1 + (2 * t + 2) by omega]; exact h.2 _ _
    rw [h1, h2, h3, h4, blockedCov]
    ring

/-- For `C t = r ^ t` the blocked covariance is `(1 + r) / 2` at lag zero and
`r ^ (2 t + 1) (1 + r) ^ 2 / 4` at lag `t + 1`. -/
theorem blockedCov_geometric (r : ℝ) :
    blockedCov (fun t => r ^ t) 0 = (1 + r) / 2 ∧
    ∀ t, blockedCov (fun t => r ^ t) (t + 1) = r ^ (2 * t + 1) * (1 + r) ^ 2 / 4 := by
  refine ⟨?_, fun t => ?_⟩
  · simp only [blockedCov]; ring
  · simp only [blockedCov]; ring

/-- The blocked covariance of `r ^ t` is a single exponential `A q ^ t` at all lags
exactly when `r` is `0`, `1` or `-1`. -/
theorem blocked_exponential_iff (r : ℝ) :
    (∃ A q : ℝ, ∀ t, blockedCov (fun t => r ^ t) t = A * q ^ t) ↔
      r = 0 ∨ r = 1 ∨ r = -1 := by
  constructor
  · rintro ⟨A, q, h⟩
    have h0 : (1 + r) / 2 = A * q ^ 0 := (blockedCov_geometric r).1.symm.trans (h 0)
    have h1 := ((blockedCov_geometric r).2 0).symm.trans (h (0 + 1))
    have h2 := ((blockedCov_geometric r).2 1).symm.trans (h (1 + 1))
    -- an exponential satisfies C(0) C(2) = C(1)^2
    have key : r ^ 2 * (1 + r) ^ 3 * (r - 1) = 0 := by
      linear_combination 16 * (r ^ 3 * (1 + r) ^ 2 / 4) * h0 + 16 * A * h2
        - 16 * (r * (1 + r) ^ 2 / 4 + A * q) * h1
    rcases mul_eq_zero.1 key with h | h
    · rcases mul_eq_zero.1 h with h | h
      · exact Or.inl ((pow_eq_zero_iff (by norm_num)).1 h)
      · have h' : 1 + r = 0 := (pow_eq_zero_iff (by norm_num)).1 h
        exact Or.inr (Or.inr (by linarith))
    · exact Or.inr (Or.inl (by linarith))
  · rintro (rfl | rfl | rfl)
    · refine ⟨1 / 2, 0, fun t => ?_⟩
      rcases t with _ | t
      · rw [(blockedCov_geometric 0).1]; norm_num
      · rw [(blockedCov_geometric 0).2]; simp
    · refine ⟨1, 1, fun t => ?_⟩
      rcases t with _ | t
      · rw [(blockedCov_geometric 1).1]; norm_num
      · rw [(blockedCov_geometric 1).2]; norm_num
    · refine ⟨0, 0, fun t => ?_⟩
      rcases t with _ | t
      · rw [(blockedCov_geometric (-1)).1]; norm_num
      · rw [(blockedCov_geometric (-1)).2]; norm_num

/-- Pair-averaging a series with covariance `r ^ t`, `0 < |r| < 1`, gives the stated
covariances at lag zero and at lags `t ≥ 1`, and these are not of the form `A q ^ t`
at all lags. -/
theorem pairAverage_not_exponential [IsProbabilityMeasure μ] {X : ℕ → Ω → ℝ} {r : ℝ}
    (hX : HasAutocov μ X (fun t => r ^ t)) (hr0 : 0 < |r|) (hr1 : |r| < 1) (k : ℕ) :
    cov[pairAverage X k, pairAverage X k; μ] = (1 + r) / 2 ∧
    (∀ t, 1 ≤ t → cov[pairAverage X k, pairAverage X (k + t); μ] =
      r ^ (2 * t - 1) * (1 + r) ^ 2 / 4) ∧
    ¬ ∃ A q : ℝ, ∀ t, cov[pairAverage X k, pairAverage X (k + t); μ] = A * q ^ t := by
  have hY := (pairAverage_hasAutocov hX).2 k
  refine ⟨(hY 0).trans (blockedCov_geometric r).1, fun t ht => ?_, ?_⟩
  · obtain ⟨n, rfl⟩ : ∃ n, t = n + 1 := ⟨t - 1, by omega⟩
    rw [hY, (blockedCov_geometric r).2, show 2 * (n + 1) - 1 = 2 * n + 1 by omega]
  · rintro ⟨A, q, h⟩
    rcases (blocked_exponential_iff r).1 ⟨A, q, fun t => (hY t).symm.trans (h t)⟩
      with h | h | h
    · simp [h] at hr0
    · simp [h] at hr1
    · simp [h] at hr1

/-- The law of a sequence of independent standard Gaussian variables. -/
abbrev noise : Measure (ℕ → ℝ) := Measure.infinitePi (fun _ => gaussianReal 0 1)

/-- The random kick at step `n`. -/
def kick (n : ℕ) : (ℕ → ℝ) → ℝ := fun ω => ω n

/-- The autoregressive process `X (n+1) = r X n + √(1 - r²) ξ (n+1)`, started from `ξ 0`. -/
def ar1 (r : ℝ) : ℕ → (ℕ → ℝ) → ℝ
  | 0 => kick 0
  | n + 1 => r • ar1 r n + Real.sqrt (1 - r ^ 2) • kick (n + 1)

/-- The Gaussian kicks are square integrable, have unit variance and are uncorrelated. -/
theorem kick_hasAutocov : HasAutocov noise kick (fun t => if t = 0 then 1 else 0) := by
  have mp (n : ℕ) : MeasurePreserving (kick n) noise (gaussianReal 0 1) :=
    measurePreserving_eval_infinitePi (fun _ : ℕ => gaussianReal 0 1) n
  have hid : MemLp id 2 (gaussianReal 0 1) := by
    exact_mod_cast memLp_id_gaussianReal (μ := 0) (v := 1) 2
  have hL (n : ℕ) : MemLp (kick n) 2 noise := hid.comp_measurePreserving (mp n)
  refine ⟨hL, fun s t => ?_⟩
  rcases t with _ | t
  · have h := variance_map (X := id) (Y := kick s) (μ := noise) aemeasurable_id
      (mp s).measurable.aemeasurable
    rw [(mp s).map_eq, variance_id_gaussianReal] at h
    have h' : Var[kick s; noise] = ((1 : NNReal) : ℝ) := h.symm
    rw [add_zero, covariance_self (mp s).measurable.aemeasurable, h']
    simp
  · have hi : IndepFun (kick s) (kick (s + (t + 1))) noise :=
      (iIndepFun_infinitePi (P := fun _ : ℕ => gaussianReal 0 1)
        (X := fun _ x => x) (fun _ => measurable_id)).indepFun (by omega)
    rw [hi.covariance_eq_zero (hL _) (hL _)]
    simp

/-- For `|r| ≤ 1` the autoregressive process driven by Gaussian kicks has covariance
`r ^ t` at lag `t`. -/
theorem ar1_witness {r : ℝ} (hr : |r| ≤ 1) : HasAutocov noise (ar1 r) (fun t => r ^ t) := by
  obtain ⟨hK, hc⟩ := kick_hasAutocov
  have hL (n : ℕ) : MemLp (ar1 r n) 2 noise := by
    induction n with
    | zero => exact hK 0
    | succ n ih => exact (ih.const_smul r).add ((hK (n + 1)).const_smul _)
  -- the present state is uncorrelated with later kicks
  have hf (n t : ℕ) : cov[ar1 r n, kick (n + t + 1); noise] = 0 := by
    induction n generalizing t with
    | zero => simpa [ar1, add_assoc] using hc 0 (t + 1)
    | succ n ih =>
      have h1 := ih (t + 1)
      have h2 : cov[kick (n + 1), kick (n + 1 + t + 1); noise] = 0 :=
        (hc (n + 1) (t + 1)).trans (if_neg (Nat.succ_ne_zero t))
      rw [show n + (t + 1) + 1 = n + 1 + t + 1 by omega] at h1

      rw [ar1, covariance_add_left ((hL n).const_smul r) ((hK _).const_smul _) (hK _),
        covariance_smul_left, covariance_smul_left, h1, h2]
      ring
  have step (s n : ℕ) : cov[ar1 r s, ar1 r (n + 1); noise] =
      r * cov[ar1 r s, ar1 r n; noise]
        + Real.sqrt (1 - r ^ 2) * cov[ar1 r s, kick (n + 1); noise] := by
    rw [show ar1 r (n + 1) = r • ar1 r n + Real.sqrt (1 - r ^ 2) • kick (n + 1) from rfl,
      covariance_add_right (hL s) ((hL n).const_smul r) ((hK _).const_smul _),
      covariance_smul_right, covariance_smul_right]
  have hv (n : ℕ) : cov[ar1 r n, ar1 r n; noise] = 1 := by
    induction n with
    | zero => simpa [ar1] using hc 0 0
    | succ n ih =>
      have h1 : cov[ar1 r n, kick (n + 1); noise] = 0 := hf n 0
      have h2 : cov[kick (n + 1), kick (n + 1); noise] = 1 := by simpa using hc (n + 1) 0
      have h3 : cov[ar1 r (n + 1), kick (n + 1); noise] = Real.sqrt (1 - r ^ 2) := by
        rw [ar1, covariance_add_left ((hL n).const_smul r) ((hK _).const_smul _) (hK _),
          covariance_smul_left, covariance_smul_left, h1, h2]
        ring
      have hs : Real.sqrt (1 - r ^ 2) * Real.sqrt (1 - r ^ 2) = 1 - r ^ 2 :=
        Real.mul_self_sqrt (by nlinarith [abs_le.1 hr |>.1, abs_le.1 hr |>.2])
      rw [step, h3, covariance_comm, step, ih, h1, hs]
      ring
  refine ⟨hL, fun s t => ?_⟩
  induction t with
  | zero => simpa using hv s
  | succ t ih =>
    rw [← add_assoc, step, ih, hf]
    ring

end

end PairBlocking
```

```lean
#print axioms PairBlocking.pairAverage_not_exponential
-- 'PairBlocking.pairAverage_not_exponential' depends on axioms: [propext, Classical.choice, Quot.sound]
```

### How the Lean statement reads

The series is `X : ℕ → Ω → ℝ`, one real random variable for each time, on a probability space with measure `μ`. The notation `cov[A, B; μ]` is Mathlib's covariance, with the means subtracted.

`HasAutocov μ X C` says that every `X t` is square integrable (`MemLp (X t) 2 μ`) and that the covariance between times `s` and `s + t` is `C t` for every starting time `s`. This is the only stationarity that is needed; the means may vary with time. `pairAverage X k` is $Y_k$, and `blockedCov` is the map $C \mapsto C'$.

The main theorem, `pairAverage_not_exponential`, assumes `HasAutocov μ X (fun t => r ^ t)`, `0 < |r|` and `|r| < 1`. For every block `k` it concludes three things:

- The variance of `pairAverage X k` is `(1 + r) / 2`.
- For `1 ≤ t`, its covariance with `pairAverage X (k + t)` is `r ^ (2 * t - 1) * (1 + r) ^ 2 / 4`.
- No real `A` and `q` give `A * q ^ t` for all `t`, lag zero included.

Since `k` is fixed before `A` and `q` are chosen, even constants that depend on the starting block would not help.

The convention $C(0) = 1$ fixes unit variance; a variance $\sigma^2$ would multiply every covariance by $\sigma^2$. The theorem concerns exact covariances of an infinite series, not estimates from a finite run, and it treats one blocking step of a series with a single correlation parameter. Within that model it bears on the blocking analysis of Monte Carlo or molecular dynamics data: a fit of $Aq^t$ that includes lag zero has the wrong functional form after one pair-averaging step, even if it was exact before.

### What happens at $r = 0$, $1$ and $-1$

Both bounds on $|r|$ are needed, and the autoregressive process itself supplies the counter-examples.

- **Without $0 < |r|$:** at $r = 0$ the process is white noise, $X_n = \xi_n$. The pair averages have variance $1/2$ and are uncorrelated, so $C'(t) = \tfrac12 \cdot 0^t$, with $0^0 = 1$.
- **Without $|r| < 1$:** at $r = 1$ the series is constant in time, $X_n = \xi_0$. So are its pair averages, and $C'(t) = 1 \cdot 1^t$. At $r = -1$ the series alternates, $X_n = (-1)^n\xi_0$. Every pair average vanishes, and $C'(t) = 0$, which is $Aq^t$ with $A = 0$.

`blocked_exponential_iff` states that these are the only exceptions: for real `r`, the blocked form of `r ^ t` is a single exponential exactly when `r` is `0`, `1` or `-1`.

### How the proof follows the derivation

`cov_pair` is the bilinearity step for four arbitrary square-integrable variables. It pulls out the two factors $1/2$, expands both sums, and leaves the arithmetic to `ring`.

`pairAverage_hasAutocov` proves the blocking rule for any covariance function `C`. It splits into lag zero and lag `t + 1`. In each case, `h1` to `h4` are the four covariances listed above. The `omega` calls verify the time differences, for example that $2(s+t+1)$ lies $2t+1$ steps after $2s+1$. Symmetry of the covariance is used once, for the pair within a block that appears in reversed order.

`blockedCov_geometric` inserts `r ^ t` and simplifies.

In `blocked_exponential_iff`, the hypotheses `h0`, `h1` and `h2` equate the blocked covariance at lags 0, 1 and 2 with $A$, $Aq$ and $Aq^2$. Writing $c_0, c_1, c_2$ for the three blocked values, the `linear_combination` line encodes the identity

$$c_0c_2 - c_1^2 = c_2(c_0 - A) + A(c_2 - Aq^2) - (c_1 + Aq)(c_1 - Aq),$$

multiplied by $16$. Each bracketed difference on the right vanishes by hypothesis, which yields `key`, the factored equation found by hand. Splitting the product gives the three values of `r`. The converse supplies the pairs $(A, q) = (1/2, 0)$, $(1, 1)$ and $(0, 0)$ for $r = 0$, $1$ and $-1$.

`pairAverage_not_exponential` combines these results. The blocking rule turns covariances of pair averages into values of `blockedCov`, the closed formulas give the first two claims, and the equivalence reduces the third to three cases that contradict `hr0` or `hr1`.

The remaining theorems construct the example. `noise` is the law of an infinite sequence of independent standard Gaussians, and `kick n` reads off its `n`-th entry. `kick_hasAutocov` obtains unit variance from the Gaussian law and zero covariance at nonzero lag from independence.

`ar1_witness` then treats the process `ar1 r` for `|r| ≤ 1`. Inside it, `hf` shows that the present state is uncorrelated with later kicks, `step` expands the recursion in the second argument of the covariance, and `hv` shows by induction that the variance stays at one. The condition `|r| ≤ 1` enters there, because the square of $\sqrt{1-r^2}$ must equal $1-r^2$. A last induction on the lag multiplies the covariance by `r` at each step and gives `r ^ t`.
